# For a symmetric positive definite linear problem, each large outlying eigenvalue adds at most one step to the residual bound

In a self-consistent field calculation, a few density modes may respond much more strongly than all the others. Close to the solution, let $x$ be the density or potential in some basis, and linearise the residual as $f - Ax$. Simple mixing with step length $\alpha$ multiplies this residual by $1-\alpha A$. One very large eigenvalue of $A$ then forces $\alpha$ to be small, and the modes with much smaller eigenvalues converge slowly. How much do a few such modes cost an iteration that combines its earlier residuals optimally?

Suppose that $A$ is real symmetric and that its eigenvalues lie in a band $[a,b]$ with $0<a\le b$, except for those in a finite set $S$ of $k$ distinct values above $b$. Let $q$ be a polynomial of degree at most $n$ with $q(0)=1$ and $|q|\le e$ on $[a,b]$. Then there is a polynomial $p$ of degree at most $n+k$ with $p(0)=1$ and
$$\|p(A)r\|\le e\,\|r\|\qquad\text{for all } r.$$

## Cancelling the outliers with one factor each

**From operator to eigenvalues.** Take an orthonormal eigenbasis $v_i$ with $Av_i=l_iv_i$, and write $r=\sum_i c_iv_i$. Then $p(A)r=\sum_i p(l_i)c_iv_i$, and therefore
$$\|p(A)r\|^2=\sum_i p(l_i)^2c_i^2 .$$
If $|p(l_i)|\le e$ for every $i$, the sum is at most $e^2\|r\|^2$. Conversely, if the norm bound holds for all $r$, applying it to an eigenvector with eigenvalue $l$ gives $|p(l)|\le e$. It is therefore enough to control $p$ at the eigenvalues.

**The extra factors.** Define
$$d(x)=\prod_{\mu\in S}\left(1-\frac{x}{\mu}\right).$$
This polynomial has degree at most $k$, satisfies $d(0)=1$ and vanishes on $S$. For $0\le x\le b$ each factor lies between 0 and 1, because $x<\mu$, and so $|d(x)|\le1$.

**The product.** Put $p=qd$. Its degree is at most $n+k$, and $p(0)=1$. At an eigenvalue in the band, $|p|\le|q|\le e$. At an outlier, $p=0\le e$, where $e\ge0$ follows from $|q(a)|\le e$.

**From polynomials to iterates.** Let $r_0=f-Ax_0$. Correcting $x_0$ by $s(A)r_0$, with $s$ a polynomial of degree below $m$, gives the residual
$$f-A\bigl(x_0+s(A)r_0\bigr)=r_0-As(A)r_0=(1-Xs)(A)\,r_0 ,$$
where $X$ is the polynomial variable. Conversely, any $p$ of degree at most $m$ with $p(0)=1$ has the form $1-Xs$ with $s=(1-p)/X$ of degree below $m$. An iterate that minimises the residual norm over all these corrections with $m=n+k$ does at least as well as the $p$ above, so its residual is at most $e\|r_0\|$.

**An explicit factor.** Choose $q(x)=\bigl(1-2x/(a+b)\bigr)^n$. On the band $|a+b-2x|\le b-a$, so that
$$e=\left(\frac{b-a}{a+b}\right)^n .$$
The positions of the outliers do not enter this factor. It is only an upper bound, and the optimal iterate can do much better: for $n\ge2$ and $a<b$, the Chebyshev polynomial scaled to the band, with value 1 at zero, already gives a smaller $e$.

## Four modes, one of them stiff

Let $A=\mathrm{diag}(1,2,3,10)$, with band $[1,3]$ and $S=\{10\}$. For $n=2$ the explicit choice is $q(x)=(1-x/2)^2$, with $e=1/4$, and
$$p(x)=\left(1-\frac{x}{2}\right)^2\left(1-\frac{x}{10}\right).$$
Its values at $1,2,3,10$ are $0.225,\,0,\,0.175,\,0$. For $r=(1,1,1,1)$, with norm 2, we get $\|p(A)r\|=\sqrt{0.08125}\approx0.285$, which is below the guaranteed $0.5$.

Three steps of simple mixing with the fixed step length $2/11$, which suits the whole interval $[1,10]$, give the worst-case factor $(9/11)^3\approx0.548$ in place of $0.25$.

## The operator and its spectrum in Lean

The space `E` is a real inner product space, and the theorems that need an eigenbasis assume it to be finite-dimensional. A real symmetric matrix acting on vectors with the Euclidean norm is an instance.

```lean
import Mathlib

open Polynomial

namespace OutlierDeflation

noncomputable section

variable {E : Type*} [NormedAddCommGroup E] [InnerProductSpace ℝ E]
```

The spectral assumption is a predicate on `A`, the band edges and the set of outliers.

```lean
/-- Every eigenvalue of `A` lies in the band `[a, b]` or in the finite set `S`,
whose members all lie above `b`. -/
def HasOutliers (A : E →ₗ[ℝ] E) (a b : ℝ) (S : Finset ℝ) : Prop :=
  (∀ μ ∈ S, b < μ) ∧
    ∀ l : ℝ, Module.End.HasEigenvalue A l → l ∈ Set.Icc a b ∨ l ∈ S
```

The number $k$ is `S.card`. It counts distinct values, so a degenerate outlier costs one factor whatever its multiplicity. Members of `S` need not be eigenvalues, although a superfluous member raises the degree bound.

The polynomial $d$ is written with inverses of the outliers.

```lean
/-- The deflation polynomial: the product of the factors `1 - x / μ` over the outliers `μ`. -/
def deflation (S : Finset ℝ) : ℝ[X] := ∏ μ ∈ S, (1 - C μ⁻¹ * X)
```

The next definition describes the iterate after `m` steps. Its first clause says that `x` is an admissible correction of `x₀`, and its second that no admissible correction has a smaller residual.

```lean
/-- `x` minimizes the residual norm `‖f - A x‖` over the corrections of `x₀` by
`s(A) (f - A x₀)` with `s` a polynomial of degree below `m`. -/
def IsMinimalResidual (A : E →ₗ[ℝ] E) (f x₀ : E) (m : ℕ) (x : E) : Prop :=
  (∃ s : ℝ[X], s.degree < m ∧ x = x₀ + aeval A s (f - A x₀)) ∧
    ∀ s : ℝ[X], s.degree < m →
      ‖f - A x‖ ≤ ‖f - A (x₀ + aeval A s (f - A x₀))‖
```

Here `aeval A s` is the operator $s(A)$. The condition `s.degree < m` also covers `m = 0`, where only $s=0$ is allowed and $x=x_0$.

## The norm bound read off the eigenvalues

The hypothesis `A.IsSymmetric` says that $\langle Ax,y\rangle=\langle x,Ay\rangle$. The first theorem is the equivalence between the bound on all vectors and the bound at all eigenvalues.

```lean
/-- For a symmetric operator on a finite-dimensional space and `e ≥ 0`, the bound `‖p(A) r‖ ≤ e ‖r‖`
holds for every `r` exactly when `|p|` is at most `e` at every eigenvalue. -/
theorem norm_aeval_le_iff [FiniteDimensional ℝ E] {A : E →ₗ[ℝ] E} (hA : A.IsSymmetric)
    (p : ℝ[X]) {e : ℝ} (he : 0 ≤ e) :
    (∀ r : E, ‖aeval A p r‖ ≤ e * ‖r‖) ↔
      ∀ l : ℝ, Module.End.HasEigenvalue A l → |p.eval l| ≤ e := by
  constructor
  · intro h l hl
    obtain ⟨x, hx⟩ := hl.exists_hasEigenvector
    have h1 := h x
    rw [Module.End.aeval_apply_of_hasEigenvector hx, norm_smul, Real.norm_eq_abs] at h1
    exact le_of_mul_le_mul_right h1 (norm_pos_iff.mpr hx.2)
  · intro h r
    -- an orthonormal basis of eigenvectors
    let v := hA.eigenvectorBasis rfl
    have hv : ∀ i, ∃ l : ℝ, Module.End.HasEigenvector A l (v i) :=
      fun i => ⟨_, hA.hasEigenvector_eigenvectorBasis rfl i⟩
    choose l hl using hv
    have parseval : ∀ x : E, ‖x‖ ^ 2 = ∑ i, (inner ℝ (v i) x) ^ 2 := by
      intro x
      rw [← v.repr.norm_map x, EuclideanSpace.norm_sq_eq]
      refine Finset.sum_congr rfl fun i _ => ?_
      rw [v.repr_apply_apply, Real.norm_eq_abs, sq_abs]
    -- each eigencomponent is multiplied by the value of `p`
    have hexp : aeval A p r = ∑ j, (p.eval (l j) * inner ℝ (v j) r) • v j := by
      conv_lhs => rw [← v.sum_repr' r]
      rw [map_sum]
      refine Finset.sum_congr rfl fun j _ => ?_
      rw [map_smul, Module.End.aeval_apply_of_hasEigenvector (hl j), smul_smul, mul_comm]
    have key : ∀ i, inner ℝ (v i) (aeval A p r) = p.eval (l i) * inner ℝ (v i) r := by
      intro i
      rw [hexp]
      exact v.orthonormal.inner_right_fintype _ i
    refine (sq_le_sq₀ (norm_nonneg _) (mul_nonneg he (norm_nonneg _))).mp ?_
    rw [mul_pow, parseval, parseval r, Finset.mul_sum]
    refine Finset.sum_le_sum fun i _ => ?_
    rw [key, mul_pow]
    have h2 := h (l i) (Module.End.hasEigenvalue_of_hasEigenvector (hl i))
    have h3 : (p.eval (l i)) ^ 2 ≤ e ^ 2 := by
      rw [← sq_abs]
      exact pow_le_pow_left₀ (abs_nonneg _) h2 2
    exact mul_le_mul_of_nonneg_right h3 (sq_nonneg _)
```

The forward direction inserts an eigenvector and cancels its positive norm. In the other direction, `parseval` is the expansion of $\|x\|^2$ in squared components, `hexp` expands $p(A)r$ in the eigenbasis, and `key` reads off the component $p(l_i)c_i$. The two squared norms are then compared term by term.

## Degree and size of the extra factors

Each factor has degree at most 1, and summing over `S` gives the degree bound.

```lean
/-- The deflation polynomial has degree at most the number of outliers. -/
theorem natDegree_deflation_le (S : Finset ℝ) : (deflation S).natDegree ≤ S.card := by
  unfold deflation
  refine (natDegree_prod_le S _).trans ?_
  calc ∑ μ ∈ S, (1 - C μ⁻¹ * X : ℝ[X]).natDegree ≤ ∑ _μ ∈ S, 1 :=
        Finset.sum_le_sum fun μ _ => by compute_degree
    _ = S.card := by simp
```

The size bound is stated for any non-negative point below all the outliers. The facts `h0` and `h1` say that $0\le x/\mu\le1$, which bounds each factor, and `Finset.prod_le_one` passes to the product.

```lean
/-- At a point between zero and all the outliers, the deflation polynomial has modulus
at most one. -/
theorem abs_deflation_le_one {S : Finset ℝ} {x : ℝ} (hx : 0 ≤ x) (hS : ∀ μ ∈ S, x < μ) :
    |(deflation S).eval x| ≤ 1 := by
  unfold deflation
  rw [eval_prod, Finset.abs_prod]
  refine Finset.prod_le_one (fun _ _ => abs_nonneg _) fun μ hμ => ?_
  have hpos : 0 < μ := lt_of_le_of_lt hx (hS μ hμ)
  have h0 : 0 ≤ μ⁻¹ * x := mul_nonneg (inv_nonneg.mpr hpos.le) hx
  have h1 : μ⁻¹ * x ≤ 1 := by
    rw [inv_mul_le_iff₀ hpos]
    linarith [hS μ hμ]
  simp only [eval_sub, eval_one, eval_mul, eval_C, eval_X]
  rw [abs_le]
  constructor <;> linarith
```

## The polynomial for the whole spectrum

This is the claim from the opening, with $a=b$ allowed.

```lean
/-- If `q` of degree at most `n` has `q(0) = 1` and `|q| ≤ e` on the band, then some `p` with `p(0)
= 1` and degree at most `n + S.card` satisfies `‖p(A) r‖ ≤ e ‖r‖` for every `r`. -/
theorem exists_deflated_polynomial [FiniteDimensional ℝ E] {A : E →ₗ[ℝ] E}
    (hA : A.IsSymmetric) {a b e : ℝ} (ha : 0 < a) (hab : a ≤ b) {S : Finset ℝ}
    (hS : HasOutliers A a b S) {n : ℕ} {q : ℝ[X]} (hdeg : q.natDegree ≤ n)
    (hq0 : q.eval 0 = 1) (hq : ∀ x ∈ Set.Icc a b, |q.eval x| ≤ e) :
    ∃ p : ℝ[X], p.natDegree ≤ n + S.card ∧ p.eval 0 = 1 ∧
      ∀ r : E, ‖aeval A p r‖ ≤ e * ‖r‖ := by
  have he : 0 ≤ e := (abs_nonneg _).trans (hq a ⟨le_rfl, hab⟩)
  refine ⟨q * deflation S, ?_, ?_, (norm_aeval_le_iff hA _ he).mpr ?_⟩
  · exact natDegree_mul_le.trans (add_le_add hdeg (natDegree_deflation_le S))
  · simp [deflation, eval_prod, hq0]
  · intro l hl
    rw [eval_mul, abs_mul]
    rcases hS.2 l hl with hband | hout
    · -- in the band the extra factors do not amplify
      have h1 := abs_deflation_le_one (S := S) (ha.le.trans hband.1)
        fun μ hμ => lt_of_le_of_lt hband.2 (hS.1 μ hμ)
      exact (mul_le_of_le_one_right (abs_nonneg _) h1).trans (hq l hband)
    · -- at an outlier one factor vanishes
      have hl0 : l ≠ 0 := ((ha.trans_le hab).trans (hS.1 l hout)).ne'
      have hz : (deflation S).eval l = 0 := by
        unfold deflation
        rw [eval_prod]
        exact Finset.prod_eq_zero hout (by simp [hl0])
      rw [hz, abs_zero, mul_zero]
      exact he
```

The witness is `q * deflation S`. After the degree and the value at zero are settled, the equivalence above reduces the norm bound to eigenvalues, and `rcases` separates the band from the outliers, as in the derivation by hand.

## The residual of the optimal iterate

The identity for the corrected residual is pure algebra and needs neither symmetry nor finite dimension.

```lean
/-- Correcting `x₀` by `s(A)` applied to its residual multiplies that residual by the
polynomial `1 - x s(x)` evaluated at `A`. -/
theorem residual_correction (A : E →ₗ[ℝ] E) (f x₀ : E) (s : ℝ[X]) :
    f - A (x₀ + aeval A s (f - A x₀)) = aeval A (1 - X * s) (f - A x₀) := by
  have h : aeval A (1 - X * s) = 1 - A * aeval A s := by
    rw [map_sub, map_one, map_mul, aeval_X]
  rw [h, LinearMap.sub_apply, Module.End.one_apply, Module.End.mul_apply, A.map_add]
  abel
```

The polynomial bound now carries over to the iterate. This step again assumes that $A$ is symmetric on a finite-dimensional space, with $0<a\le b$ and its eigenvalues in the band or in $S$.

```lean
/-- With `k` outliers, the minimal-residual iterate after `n + k` steps has a residual norm at most
`e` times the initial one, whenever some `q` of degree at most `n` has `q(0) = 1` and `|q| ≤ e` on
the band. -/
theorem minimalResidual_le [FiniteDimensional ℝ E] {A : E →ₗ[ℝ] E}
    (hA : A.IsSymmetric) {a b e : ℝ} (ha : 0 < a) (hab : a ≤ b) {S : Finset ℝ}
    (hS : HasOutliers A a b S) {n : ℕ} {q : ℝ[X]} (hdeg : q.natDegree ≤ n)
    (hq0 : q.eval 0 = 1) (hq : ∀ x ∈ Set.Icc a b, |q.eval x| ≤ e)
    {f x₀ x : E} (hx : IsMinimalResidual A f x₀ (n + S.card) x) :
    ‖f - A x‖ ≤ e * ‖f - A x₀‖ := by
  obtain ⟨p, hpdeg, hp0, hp⟩ := exists_deflated_polynomial hA ha hab hS hdeg hq0 hq
  -- write `p = 1 - X s`, so that `p` comes from an admissible correction
  have hps : 1 - X * (-p.divX) = p := by
    have h := divX_mul_X_add p
    rw [coeff_zero_eq_eval_zero, hp0, map_one] at h
    linear_combination h
  have hsdeg : (-p.divX).degree < ((n + S.card : ℕ) : WithBot ℕ) := by
    rw [degree_neg, degree_lt_iff_coeff_zero]
    intro j hj
    rw [coeff_divX]
    exact coeff_eq_zero_of_natDegree_lt (by omega)
  have h := hx.2 _ hsdeg
  rw [residual_correction, hps] at h
  exact h.trans (hp _)
```

Lean's `p.divX` removes the constant term of $p$ and divides by $X$, so $s$ is `-p.divX`. The step `hps` verifies $1-Xs=p$, and `hsdeg` verifies that $s$ is admissible. The minimality clause `hx.2` then compares `x` with this particular correction.

The last theorem keeps these assumptions on $A$ and supplies the explicit $q$. Its proof rewrites $1-2y/(a+b)$ over the common denominator and bounds the numerator by $b-a$.

```lean
/-- With `k` outliers, the minimal-residual iterate after `n + k` steps reduces the initial
residual at least by the factor `((b - a) / (a + b)) ^ n`. -/
theorem minimalResidual_rate [FiniteDimensional ℝ E] {A : E →ₗ[ℝ] E}
    (hA : A.IsSymmetric) {a b : ℝ} (ha : 0 < a) (hab : a ≤ b) {S : Finset ℝ}
    (hS : HasOutliers A a b S) (n : ℕ) {f x₀ x : E}
    (hx : IsMinimalResidual A f x₀ (n + S.card) x) :
    ‖f - A x‖ ≤ ((b - a) / (a + b)) ^ n * ‖f - A x₀‖ := by
  have hs : 0 < a + b := by linarith
  -- the polynomial of `n` simple mixing steps with step length `2 / (a + b)`
  refine minimalResidual_le hA ha hab hS (q := (1 - C (2 / (a + b)) * X) ^ n)
    ?_ (by simp) ?_ hx
  · have h1 : (1 - C (2 / (a + b)) * X : ℝ[X]).natDegree ≤ 1 := by compute_degree
    exact natDegree_pow_le.trans (by nlinarith)
  · intro y hy
    simp only [eval_pow, eval_sub, eval_one, eval_mul, eval_C, eval_X]
    rw [abs_pow]
    refine pow_le_pow_left₀ (abs_nonneg _) ?_ n
    have h2 : 1 - 2 / (a + b) * y = (a + b - 2 * y) / (a + b) := by
      field_simp
    rw [h2, abs_div, abs_of_pos hs]
    refine div_le_div_of_nonneg_right ?_ hs.le
    rw [abs_le]
    constructor <;> linarith [hy.1, hy.2]

end

end OutlierDeflation
```

```lean
#print axioms OutlierDeflation.minimalResidual_le
#print axioms OutlierDeflation.minimalResidual_rate
```

```
'OutlierDeflation.minimalResidual_le' depends on axioms: [propext, Classical.choice, Quot.sound]
'OutlierDeflation.minimalResidual_rate' depends on axioms: [propext, Classical.choice, Quot.sound]
```

For a finite-dimensional linear model of the self-consistency problem with symmetric $A$, the bound shows that a few stiff modes delay the guaranteed reduction by at most their number of distinct eigenvalues, however stiff they are. Symmetry and positivity of the spectrum are assumptions about the linearised response, and a real SCF Jacobian need not be symmetric in the Euclidean inner product. The theorems concern exact arithmetic and an iterate that minimises over the full polynomial space. Anderson mixing with a truncated history, or applied to the nonlinear problem, would need an analysis of its own.
